# The matrices ±1, ±iσx, ±iσy, ±iσz have real traces but no common real form

When I build symmetry-adapted spinors, I project trial functions with the matrices of an irreducible representation, and I store those matrices in real arrays if the characters are real. For a spin 1/2 under half-turns about three perpendicular axes, the matrices are $\pm 1, \pm i\sigma_x, \pm i\sigma_y, \pm i\sigma_z$. Their traces are $\pm 2$ and $0$, yet every change of basis I try leaves an imaginary entry somewhere. Am I missing the right basis?

## Two anticommuting square roots of −1 do not fit into real 2 × 2 matrices

No such basis exists, unitary or otherwise. The eight matrices of this spin-1/2 representation cannot all be stored as real 2 × 2 arrays in any one basis, even though their characters are real.

The Pauli algebra gives $(i\sigma_x)^2=(i\sigma_y)^2=(i\sigma_z)^2=-1$ and $(i\sigma_x)(i\sigma_y)=-i\sigma_z=-(i\sigma_y)(i\sigma_x)$, and likewise for cyclic permutations. The eight matrices are therefore closed under multiplication.

They are also equivalent to their complex conjugates. The matrix $U=i\sigma_y$ is real and anticommutes with $i\sigma_x$ and $i\sigma_z$, which change sign under conjugation, so $U\bar g=gU$ for all eight matrices $g$. With complex conjugation $K$, this says that the time reversal $UK$ commutes with every $g$. Its square is $U\bar U=U^2=-1$.

Suppose now that an invertible $S$ made all eight real. Then $A=S(i\sigma_x)S^{-1}$ and $B=S(i\sigma_y)S^{-1}$ would be real with
$$A^2=B^2=-1,\qquad AB=-BA,$$
because a similarity preserves products. Number rows and columns from 0, and write $a=A_{00}$, $b=A_{01}$, $c=A_{10}$ and $p=B_{00}$, $q=B_{01}$, $r=B_{10}$. The upper left entries of the three relations are
$$a^2+bc=-1,\qquad p^2+qr=-1,\qquad 2ap+br+qc=0.$$
Multiply the second by $b^2$, the first by $q^2$ and the third by $bq$. Adding the first two results and subtracting the last removes $c$ and $r$:
$$b^2+q^2+(bp-aq)^2=0.$$
For real numbers this forces $b=0$, and the first relation becomes $a^2=-1$, a contradiction.

Both kinds of relation matter. Let $J=\begin{pmatrix}0&-1\\1&0\end{pmatrix}$. Without anticommutation, $A=B=J$ is a real solution. Without $B^2=-1$, so is $A=J$, $B=\sigma_z$.

Here is the argument in Lean 4 with Mathlib.

```lean
import Mathlib

open Matrix

namespace RealCharacterNotRealMatrices

noncomputable section

/-- The Pauli matrix `σx`. -/
def pauliX : Matrix (Fin 2) (Fin 2) ℂ := !![0, 1; 1, 0]

/-- The Pauli matrix `σy`. -/
def pauliY : Matrix (Fin 2) (Fin 2) ℂ := !![0, -Complex.I; Complex.I, 0]

/-- The Pauli matrix `σz`. -/
def pauliZ : Matrix (Fin 2) (Fin 2) ℂ := !![1, 0; 0, -1]

/-- The matrix `i σx`. -/
def unitX : Matrix (Fin 2) (Fin 2) ℂ := Complex.I • pauliX

/-- The matrix `i σy`. -/
def unitY : Matrix (Fin 2) (Fin 2) ℂ := Complex.I • pauliY

/-- The matrix `i σz`. -/
def unitZ : Matrix (Fin 2) (Fin 2) ℂ := Complex.I • pauliZ

/-- The set of the matrices `±1`, `±i σx`, `±i σy`, `±i σz`. -/
def spinGroup : Set (Matrix (Fin 2) (Fin 2) ℂ) :=
  {1, -1, unitX, -unitX, unitY, -unitY, unitZ, -unitZ}

/-- The multiplication table of `i σx`, `i σy`, `i σz`: each squares to `-1`, and the product
of two different ones is plus or minus the third, with the sign set by the order. -/
theorem unit_products :
    (unitX * unitX = -1 ∧ unitY * unitY = -1 ∧ unitZ * unitZ = -1) ∧
    (unitX * unitY = -unitZ ∧ unitY * unitZ = -unitX ∧ unitZ * unitX = -unitY) ∧
    (unitY * unitX = unitZ ∧ unitZ * unitY = unitX ∧ unitX * unitZ = unitY) := by
  refine ⟨⟨?_, ?_, ?_⟩, ⟨?_, ?_, ?_⟩, ⟨?_, ?_, ?_⟩⟩ <;>
  · ext i j
    fin_cases i <;> fin_cases j <;>
      simp [unitX, unitY, unitZ, pauliX, pauliY, pauliZ, Matrix.mul_apply, Fin.sum_univ_succ]

/-- The product of any two of the eight matrices is again one of them. -/
theorem spinGroup_mul_mem {g h : Matrix (Fin 2) (Fin 2) ℂ}
    (hg : g ∈ spinGroup) (hh : h ∈ spinGroup) : g * h ∈ spinGroup := by
  obtain ⟨⟨xx, yy, zz⟩, ⟨xy, yz, zx⟩, ⟨yx, zy, xz⟩⟩ := unit_products
  simp only [spinGroup, Set.mem_insert_iff, Set.mem_singleton_iff] at hg hh ⊢
  rcases hg with rfl | rfl | rfl | rfl | rfl | rfl | rfl | rfl <;>
    rcases hh with rfl | rfl | rfl | rfl | rfl | rfl | rfl | rfl <;>
    simp [xx, yy, zz, xy, yz, zx, yx, zy, xz]

/-- The character is real: each of the eight matrices has a trace without imaginary part. -/
theorem trace_real {g : Matrix (Fin 2) (Fin 2) ℂ} (hg : g ∈ spinGroup) :
    (Matrix.trace g).im = 0 := by
  simp only [spinGroup, Set.mem_insert_iff, Set.mem_singleton_iff] at hg
  rcases hg with rfl | rfl | rfl | rfl | rfl | rfl | rfl | rfl <;>
    simp [unitX, unitY, unitZ, pauliX, pauliY, pauliZ, Matrix.trace_fin_two]

/-- The matrix `i σy` intertwines each of the eight matrices with its complex conjugate. -/
theorem conjugate_intertwined {g : Matrix (Fin 2) (Fin 2) ℂ} (hg : g ∈ spinGroup) :
    unitY * g.map (starRingEnd ℂ) = g * unitY := by
  simp only [spinGroup, Set.mem_insert_iff, Set.mem_singleton_iff] at hg
  rcases hg with rfl | rfl | rfl | rfl | rfl | rfl | rfl | rfl <;>
  · ext i j
    fin_cases i <;> fin_cases j <;>
      simp [unitX, unitY, unitZ, pauliX, pauliY, pauliZ, Matrix.mul_apply, Fin.sum_univ_two,
        Matrix.one_apply]

/-- No two real `2 × 2` matrices both square to `-1` and anticommute. -/
theorem no_real_anticommuting_pair :
    ¬ ∃ A B : Matrix (Fin 2) (Fin 2) ℝ, A * A = -1 ∧ B * B = -1 ∧ A * B = -(B * A) := by
  rintro ⟨A, B, hA, hB, hAB⟩
  -- only the upper left entries of the three relations are needed
  have h1 := congrArg (fun M : Matrix (Fin 2) (Fin 2) ℝ => M 0 0) hA
  have h2 := congrArg (fun M : Matrix (Fin 2) (Fin 2) ℝ => M 0 0) hB
  have h3 := congrArg (fun M : Matrix (Fin 2) (Fin 2) ℝ => M 0 0) hAB
  simp only [Matrix.mul_apply, Fin.sum_univ_two, Matrix.neg_apply, Matrix.one_apply_eq]
    at h1 h2 h3
  -- they combine to a vanishing sum of three squares
  have key : A 0 1 ^ 2 + B 0 1 ^ 2 + (A 0 1 * B 0 0 - A 0 0 * B 0 1) ^ 2 = 0 := by
    linear_combination A 0 1 ^ 2 * h2 + B 0 1 ^ 2 * h1 - A 0 1 * B 0 1 * h3
  have hsq : A 0 1 ^ 2 = 0 := by
    linarith [sq_nonneg (A 0 1), sq_nonneg (B 0 1),
      sq_nonneg (A 0 1 * B 0 0 - A 0 0 * B 0 1)]
  have hb : A 0 1 = 0 := by simpa using hsq
  -- what is left is a real number with square `-1`
  rw [hb, zero_mul, add_zero] at h1
  linarith [mul_self_nonneg (A 0 0)]

/-- No similarity transformation, by any invertible complex matrix `S`, turns all eight
matrices `±1`, `±i σx`, `±i σy`, `±i σz` into real matrices. -/
theorem not_similar_to_real :
    ¬ ∃ S : (Matrix (Fin 2) (Fin 2) ℂ)ˣ, ∀ g ∈ spinGroup,
      ∃ R : Matrix (Fin 2) (Fin 2) ℝ,
        (S : Matrix (Fin 2) (Fin 2) ℂ) * g * (↑S⁻¹ : Matrix (Fin 2) (Fin 2) ℂ)
          = R.map Complex.ofRealHom := by
  rintro ⟨S, hS⟩
  obtain ⟨⟨xx, yy, -⟩, ⟨xy, -, -⟩, ⟨yx, -, -⟩⟩ := unit_products
  obtain ⟨A, hA⟩ := hS unitX (by simp [spinGroup])
  obtain ⟨B, hB⟩ := hS unitY (by simp [spinGroup])
  rw [← RingHom.mapMatrix_apply] at hA hB
  -- a similarity transformation preserves products
  have hmul : ∀ g h : Matrix (Fin 2) (Fin 2) ℂ,
      ((S : Matrix (Fin 2) (Fin 2) ℂ) * g * (↑S⁻¹ : Matrix (Fin 2) (Fin 2) ℂ)) *
        ((S : Matrix (Fin 2) (Fin 2) ℂ) * h * (↑S⁻¹ : Matrix (Fin 2) (Fin 2) ℂ)) =
      (S : Matrix (Fin 2) (Fin 2) ℂ) * (g * h) * (↑S⁻¹ : Matrix (Fin 2) (Fin 2) ℂ) := by
    intro g h
    simp only [mul_assoc, Units.inv_mul_cancel_left]
  -- a real matrix is determined by its complex image
  have hinj : Function.Injective
      (Complex.ofRealHom.mapMatrix :
        Matrix (Fin 2) (Fin 2) ℝ →+* Matrix (Fin 2) (Fin 2) ℂ) := by
    intro M N h
    ext i j
    have hij := congrArg (fun K : Matrix (Fin 2) (Fin 2) ℂ => K i j) h
    simpa using hij
  -- so the real forms would obey the excluded relations
  refine no_real_anticommuting_pair ⟨A, B, hinj ?_, hinj ?_, hinj ?_⟩
  · rw [map_mul, ← hA, hmul, xx, map_neg, map_one, mul_neg, mul_one, neg_mul, Units.mul_inv]
  · rw [map_mul, ← hB, hmul, yy, map_neg, map_one, mul_neg, mul_one, neg_mul, Units.mul_inv]
  · rw [map_mul, map_neg, map_mul, ← hA, ← hB, hmul, hmul, xy, yx, mul_neg, neg_mul]

/-- A real `4 × 4` matrix that rotates two coordinate planes by a right angle. -/
def realA : Matrix (Fin 4) (Fin 4) ℝ :=
  !![0, -1, 0, 0; 1, 0, 0, 0; 0, 0, 0, -1; 0, 0, 1, 0]

/-- A second real `4 × 4` matrix, which exchanges the two coordinate planes of `realA`. -/
def realB : Matrix (Fin 4) (Fin 4) ℝ :=
  !![0, 0, -1, 0; 0, 0, 0, 1; 1, 0, 0, 0; 0, -1, 0, 0]

/-- In four real dimensions the relations can be met: `realA` and `realB` both square to `-1`
and anticommute. -/
theorem real_pair_in_four_dimensions :
    realA * realA = -1 ∧ realB * realB = -1 ∧ realA * realB = -(realB * realA) := by
  refine ⟨?_, ?_, ?_⟩ <;>
  · ext i j
    fin_cases i <;> fin_cases j <;>
      simp [realA, realB, Matrix.mul_apply, Fin.sum_univ_succ]

end

end RealCharacterNotRealMatrices
```

```lean
#print axioms RealCharacterNotRealMatrices.trace_real
#print axioms RealCharacterNotRealMatrices.conjugate_intertwined
#print axioms RealCharacterNotRealMatrices.not_similar_to_real
#print axioms RealCharacterNotRealMatrices.real_pair_in_four_dimensions
```

```
'RealCharacterNotRealMatrices.trace_real' depends on axioms: [propext, Classical.choice, Quot.sound]
'RealCharacterNotRealMatrices.conjugate_intertwined' depends on axioms: [propext, Classical.choice, Quot.sound]
'RealCharacterNotRealMatrices.not_similar_to_real' depends on axioms: [propext, Classical.choice, Quot.sound]
'RealCharacterNotRealMatrices.real_pair_in_four_dimensions' depends on axioms: [propext, Classical.choice, Quot.sound]
```

The objects `unitX`, `unitY` and `unitZ` are $i\sigma_x$, $i\sigma_y$ and $i\sigma_z$ in the usual basis where $\sigma_z$ is diagonal. `spinGroup` is the plain set of eight matrices, and `spinGroup_mul_mem` states its closure. `trace_real` says that each trace has zero imaginary part, and `conjugate_intertwined` is $U\bar g=gU$.

In `not_similar_to_real`, `S` is a unit of the complex matrix ring, that is, any invertible matrix. "Real" means equal to `R.map Complex.ofRealHom` for some real matrix `R`. The theorem denies that a single `S` works for the whole set. It concerns these eight matrices only and gives no general criterion for other representations; their reading as spin rotations is physical interpretation.

The size matters too: `real_pair_in_four_dimensions` gives explicit real $4\times4$ matrices `realA` and `realB` that satisfy the same three relations.

The multiplication table `unit_products` is checked entry by entry, and closure follows by running through all pairs. The traces and the intertwining relation are checked for each of the eight matrices.

In `no_real_anticommuting_pair`, `h1`, `h2` and `h3` are the three upper left entries. The `linear_combination` step uses the multipliers $b^2$, $q^2$ and $-bq$ from above to obtain the sum of squares `key`. The first `linarith` extracts $b^2=0$, and the last one rejects $a^2=-1$.

For the similarity, `hmul` shows that the factors $S^{-1}S$ cancel inside a product. `hinj` says that two real matrices with the same complex image are equal, which carries the relations from the complex matrices back to `A` and `B`. Only $i\sigma_x$ and $i\sigma_y$ are used, so no basis makes even these two real together.
